# Landé's g factor: L + 2S acts as gJ within a level of sharp l, s and j > 0

To find the first-order Zeeman shifts of a free-ion level, one replaces L + 2S by gJ and reads each shift as μ_B B g m, with μ_B the Bohr magneton, B the field and m the eigenvalue of J along it. Here L, S and J = L + S are the orbital, spin and total angular momenta. The replacement holds in pure LS coupling, for matrix elements of finite matrices between states that share sharp quantum numbers l, s and j > 0, and there

g = 3/2 + (s(s+1) − l(l+1)) / (2j(j+1)).

The 2 in L + 2S is put in by hand: it is the electron's spin g factor without radiative correction. We set ħ = 1 and label x, y, z by a = 0, 1, 2 modulo 3, as `Fin 3` does. Parts (b) and (c) hold in any complex algebra `A`.

```lean
import Mathlib

open Matrix Complex
open scoped Kronecker

namespace LandeFactor

noncomputable section

section Algebra

variable {A : Type*} [Ring A] [Algebra ℂ A]
```

`IsAngMom` is [Jₐ, Jₐ₊₁] = iJₐ₊₂. `IsVectorOp` says that a triple V transforms as a vector: [Jₐ, Vₐ] = 0, [Jₐ, Vₐ₊₁] = iVₐ₊₂, [Jₐ₊₁, Vₐ] = −iVₐ₊₂. `dot` is the scalar product with operator order kept, and `casimir` is J².

```lean
/-- Angular-momentum relations `[J_a, J_{a+1}] = i J_{a+2}` with cyclic indices. -/
def IsAngMom (J : Fin 3 → A) : Prop :=
  ∀ a, J a * J (a + 1) - J (a + 1) * J a = I • J (a + 2)

/-- `V` is a vector operator with respect to `J`: `[J_a, V_b] = i ε_{abc} V_c`. -/
structure IsVectorOp (J V : Fin 3 → A) : Prop where
  same : ∀ a, J a * V a - V a * J a = 0
  cyc : ∀ a, J a * V (a + 1) - V (a + 1) * J a = I • V (a + 2)
  anti : ∀ a, J (a + 1) * V a - V a * J (a + 1) = -(I • V (a + 2))

/-- The scalar product `U·V = ∑_a U_a V_a` of two operator triples. -/
def dot (U V : Fin 3 → A) : A := ∑ a, U a * V a

/-- The squared angular momentum `J² = J·J`. -/
def casimir (J : Fin 3 → A) : A := dot J J
```

## (a) Reordering a product

Given [x, y] = z in a ring, rewrite yx and yxt with x first.

Rearranging gives yx = xy − z, and multiplying by t on the right gives yxt = xyt − zt.

```lean
/-- A commutator `[x, y] = z` read as a rule for reordering the product `y x`, alone or in
front of a further factor. -/
theorem reorder {R : Type*} [Ring R] {x y z : R} (h : x * y - y * x = z) :
    y * x = x * y - z ∧ ∀ t, y * (x * t) = x * (y * t) - z * t := by
  subst h
  exact ⟨by noncomm_ring, fun t => by noncomm_ring⟩
```

## (b) Commutator of J² with a vector operator

With Wₐ = Jₐ₊₁Vₐ₊₂ − Jₐ₊₂Vₐ₊₁ = (J × V)ₐ, show that

Dₐ := [J², Vₐ] = −2iWₐ − 2Vₐ.

For each component k, [Jₖ², Vₐ] = 2Jₖ[Jₖ, Vₐ] − [Jₖ, [Jₖ, Vₐ]]. The term k = a vanishes, k = a+1 gives −2iJₐ₊₁Vₐ₊₂ − Vₐ, and k = a+2 gives 2iJₐ₊₂Vₐ₊₁ − Vₐ. Lean turns the relations into rules by `reorder`, moves every V to the right, and `module` compares coefficients.

```lean
/-- For a vector operator, `[J², V_a] = 2i (J_{a+2} V_{a+1} - J_{a+1} V_{a+2}) - 2 V_a`. -/
theorem casimir_commutator {J V : Fin 3 → A} (h : IsVectorOp J V) (a : Fin 3) :
    casimir J * V a - V a * casimir J
      = (2 : ℂ) • I • (J (a + 2) * V (a + 1) - J (a + 1) * V (a + 2)) - (2 : ℂ) • V a := by
  have hI : ∀ x : A, I • I • x = -x := fun x => by rw [smul_smul, I_mul_I, neg_one_smul]
  have tri : ∀ a : Fin 3, a = 0 ∨ a = 1 ∨ a = 2 := by decide
  have s := fun a => reorder (h.same a)
  have c0 := reorder (h.cyc 0)
  have c1 := reorder (h.cyc 1)
  have c2 := reorder (h.cyc 2)
  have d0 := reorder (h.anti 0)
  have d1 := reorder (h.anti 1)
  have d2 := reorder (h.anti 2)
  simp only [Fin.reduceAdd] at c0 c1 c2 d0 d1 d2
  -- move every V to the right of the J's
  rcases tri a with rfl | rfl | rfl <;>
    simp only [casimir, dot, Fin.sum_univ_three, Fin.reduceAdd, mul_add, add_mul, mul_sub,
      mul_assoc, smul_mul_assoc, mul_smul_comm, neg_mul, mul_neg, smul_sub,
      smul_neg, sub_zero, zero_mul, hI, s, c0, c1, c2, d0, d1, d2] <;>
    module
```

## (c) The double commutator

For J an angular momentum, show that

[J², [J², Vₐ]] = 2(J²Vₐ + VₐJ²) − 4Jₐ(J·V).

Part (b) with V = J and J × J = iJ gives [J², Jₐ] = 0, so

[J², Wₐ] = (J × D)ₐ = −2i(J × W)ₐ − 2Wₐ,

(J × W)ₐ = Σₖ JₖJₐVₖ − J²Vₐ = Jₐ(J·V) + iWₐ − J²Vₐ,

where iWₐ is Σₖ [Jₖ, Jₐ]Vₖ. Hence [J², Wₐ] = 2iJ²Vₐ − 2iJₐ(J·V), and

[J², Dₐ] = 4J²Vₐ − 4Jₐ(J·V) − 2(J²Vₐ − VₐJ²).

Lean inserts (b) and then brings both sides into the order J₀, J₁, J₂, V.

```lean
/-- For a vector operator of an angular momentum,
`[J², [J², V_a]] = 2 (J² V_a + V_a J²) - 4 J_a (J·V)`. -/
theorem casimir_double_commutator {J V : Fin 3 → A} (hJ : IsAngMom J) (h : IsVectorOp J V)
    (a : Fin 3) :
    casimir J * (casimir J * V a - V a * casimir J)
        - (casimir J * V a - V a * casimir J) * casimir J
      = (2 : ℂ) • (casimir J * V a + V a * casimir J) - (4 : ℂ) • (J a * dot J V) := by
  have hI : ∀ x : A, I • I • x = -x := fun x => by rw [smul_smul, I_mul_I, neg_one_smul]
  have tri : ∀ a : Fin 3, a = 0 ∨ a = 1 ∨ a = 2 := by decide
  have s := fun a => reorder (h.same a)
  have c0 := reorder (h.cyc 0)
  have c1 := reorder (h.cyc 1)
  have c2 := reorder (h.cyc 2)
  have d0 := reorder (h.anti 0)
  have d1 := reorder (h.anti 1)
  have d2 := reorder (h.anti 2)
  have j0 := reorder (hJ 0)
  have j1 := reorder (hJ 1)
  have j2 := hJ 2
  simp only [Fin.reduceAdd] at c0 c1 c2 d0 d1 d2 j0 j1 j2
  have j3 := reorder (show J 0 * J 2 - J 2 * J 0 = -(I • J 1) by rw [← j2, neg_sub])
  rw [casimir_commutator h a]
  -- normal order: J_0, J_1, J_2, then V
  rcases tri a with rfl | rfl | rfl <;>
    simp only [casimir, dot, Fin.sum_univ_three, Fin.reduceAdd, mul_add, add_mul, mul_sub,
      sub_mul, mul_assoc, smul_mul_assoc, mul_smul_comm, neg_mul, mul_neg, smul_add, smul_sub,
      smul_neg, sub_zero, zero_mul, hI, s, c0, c1, c2, d0, d1, d2, j0, j1, j3] <;>
    module

end Algebra
```

## (d) The projection theorem

Operators M are now complex matrices over a finite index type `n`. `braket` is ⟨φ, Mψ⟩ = φ†Mψ for vectors φ, ψ that need not be normalised, and `lande` is g.

```lean
variable {n : Type*} [Fintype n] [DecidableEq n]

/-- The matrix element `⟨φ, M ψ⟩`. -/
def braket (φ : n → ℂ) (M : Matrix n n ℂ) (ψ : n → ℂ) : ℂ := star φ ⬝ᵥ M *ᵥ ψ

/-- The Landé factor `g = 3/2 + (s(s+1) - l(l+1)) / (2 j(j+1))`. -/
def lande (l s j : ℝ) : ℝ := 3 / 2 + (s * (s + 1) - l * (l + 1)) / (2 * (j * (j + 1)))
```

For an angular momentum J with Hermitian components and a vector operator V, with J²φ = cφ, J²ψ = cψ and c real, show that

c⟨φ, Vₐψ⟩ = ⟨φ, Jₐ(J·V)ψ⟩.

J² is Hermitian, so it gives c acting leftwards on φ (`hleft`). Taking (c) between φ and ψ, the left side is (c² − 2c² + c²)⟨φ, Vₐψ⟩ = 0 and the right side is 4c⟨φ, Vₐψ⟩ − 4⟨φ, Jₐ(J·V)ψ⟩. This equation is `key`, and `linear_combination` divides out the 4. Elements between different J² eigenvalues, which the Wigner–Eckart theorem treats, are not reached.

```lean
/-- Projection theorem: for a Hermitian angular momentum `J` and real `c`, if `J² φ = c φ` and `J² ψ
= c ψ`, then `c ⟨φ, V_a ψ⟩ = ⟨φ, J_a (J·V) ψ⟩` for every vector operator `V`. -/
theorem projection {J V : Fin 3 → Matrix n n ℂ} (hJ : IsAngMom J) (hV : IsVectorOp J V)
    (herm : ∀ a, (J a).IsHermitian) {φ ψ : n → ℂ} {c : ℝ}
    (hφ : casimir J *ᵥ φ = (c : ℂ) • φ) (hψ : casimir J *ᵥ ψ = (c : ℂ) • ψ) (a : Fin 3) :
    (c : ℂ) * braket φ (V a) ψ = braket φ (J a * dot J V) ψ := by
  have he : ∀ a, (J a)ᴴ = J a := herm
  have hC : (casimir J)ᴴ = casimir J := by
    simp only [casimir, dot, conjTranspose_sum, conjTranspose_mul, he]
  -- J² acts to the left on φ with the same real eigenvalue
  have hl : star φ ᵥ* casimir J = (c : ℂ) • star φ := by
    have h := star_mulVec (casimir J) φ
    rw [hC, hφ] at h
    rw [← h, star_smul]
    simp
  have hleft : ∀ x, star φ ⬝ᵥ casimir J *ᵥ x = (c : ℂ) * (star φ ⬝ᵥ x) := fun x => by
    rw [dotProduct_mulVec, hl, smul_dotProduct, smul_eq_mul]
  have key := congrArg (fun M => star φ ⬝ᵥ M *ᵥ ψ) (casimir_double_commutator hJ hV a)
  simp only [sub_mulVec, add_mulVec, smul_mulVec, ← mulVec_mulVec, hψ, mulVec_smul,
    mulVec_sub, dotProduct_sub, dotProduct_add, dotProduct_smul, hleft, smul_eq_mul] at key
  simp only [braket, ← mulVec_mulVec]
  linear_combination (-1 / 4) * key
```

## (e) The spin component along J

Let L and S be Hermitian angular momenta whose components commute with each other (`hLS`), let φ and ψ be as in (d), and let L²ψ = c_Lψ, S²ψ = c_Sψ. Show that

c⟨φ, Sₐψ⟩ = ½(c + c_S − c_L)⟨φ, Jₐψ⟩.

The cross commutators vanish, so [Jₐ, Jₐ₊₁] = i(Lₐ₊₂ + Sₐ₊₂) (`hJ`) and [Jₐ, Sₖ] = [Sₐ, Sₖ], which makes S a vector operator (`hV`). From J² = L² + 2L·S + S² and J·S = L·S + S²,

J·S = ½(J² + S² − L²),

which is `hdot`. On ψ it is a number (`hd`), and (d) with V = S finishes.

```lean
/-- For commuting Hermitian angular momenta `L`, `S`, with `J = L + S`, `J²` eigenvalue `c` on `φ`
and `ψ`, and `L²`, `S²` eigenvalues `cL`, `cS` on `ψ`: `c ⟨φ, S_a ψ⟩ = (c + cS - cL)/2 · ⟨φ, J_a
ψ⟩`. -/
theorem spin_projection {L S : Fin 3 → Matrix n n ℂ} (hL : IsAngMom L) (hS : IsAngMom S)
    (hLS : ∀ a b, L a * S b = S b * L a)
    (hermL : ∀ a, (L a).IsHermitian) (hermS : ∀ a, (S a).IsHermitian)
    {φ ψ : n → ℂ} {c : ℝ} {cL cS : ℂ}
    (hφ : casimir (L + S) *ᵥ φ = (c : ℂ) • φ) (hψ : casimir (L + S) *ᵥ ψ = (c : ℂ) • ψ)
    (hLψ : casimir L *ᵥ ψ = cL • ψ) (hSψ : casimir S *ᵥ ψ = cS • ψ) (a : Fin 3) :
    (c : ℂ) * braket φ (S a) ψ = (c + cS - cL) / 2 * braket φ ((L + S) a) ψ := by
  have hJ : IsAngMom (L + S) := fun a => by
    simp only [Pi.add_apply, add_mul, mul_add, hLS, smul_add]
    rw [← hL a, ← hS a]; abel
  have hV : IsVectorOp (L + S) S := by
    refine ⟨fun a => ?_, fun a => ?_, fun a => ?_⟩
    · simp only [Pi.add_apply, add_mul, mul_add, hLS]; abel
    · simp only [Pi.add_apply, add_mul, mul_add, hLS]; rw [← hS a]; abel
    · simp only [Pi.add_apply, add_mul, mul_add, hLS]; rw [← hS a]; abel
  -- J·S acts on ψ as a number
  have hdot : dot (L + S) S = (1 / 2 : ℂ) • (casimir (L + S) + casimir S - casimir L) := by
    simp only [casimir, dot, Fin.sum_univ_three, Pi.add_apply, add_mul, mul_add, hLS]
    module
  have hd : dot (L + S) S *ᵥ ψ = ((c + cS - cL) / 2 : ℂ) • ψ := by
    rw [hdot, smul_mulVec, sub_mulVec, add_mulVec, hψ, hSψ, hLψ]
    module
  rw [projection hJ hV (fun a => (hermL a).add (hermS a)) hφ hψ a]
  simp only [braket, ← mulVec_mulVec, hd, mulVec_smul, dotProduct_smul, smul_eq_mul]
```

## (f) Landé's formula

Put c = j(j+1), c_L = l(l+1), c_S = s(s+1) with j > 0, and show that

⟨φ, (Lₐ + 2Sₐ)ψ⟩ = g⟨φ, Jₐψ⟩.

Write L + 2S = J + S (`split`). Dividing (e) by c ≠ 0 gives the factor

1 + (c + c_S − c_L)/(2c) = 3/2 + (c_S − c_L)/(2c) = g.

Lean proves this multiplied by c (`hg`) and then cancels c; both steps use c ≠ 0, which is all that `hj` supplies. The numbers l, s, j are real, with no half-integer or triangle condition imposed, and φ needs only its J² eigenvalue. Sharp l, s, j on ψ is assumed, not derived from a Hamiltonian, so intermediate coupling and mixing of j levels by crystal or magnetic fields lie beyond the statement.

```lean
/-- Landé's formula for commuting Hermitian angular momenta `L`, `S` and `J = L + S`: if `ψ` has
`L², S², J²` eigenvalues `l(l+1), s(s+1), j(j+1)`, `φ` has `J²` eigenvalue `j(j+1)` and `j > 0`,
then `⟨φ, (L_a + 2 S_a) ψ⟩ = g ⟨φ, J_a ψ⟩`. -/
theorem lande_formula {L S : Fin 3 → Matrix n n ℂ} (hL : IsAngMom L) (hS : IsAngMom S)
    (hLS : ∀ a b, L a * S b = S b * L a)
    (hermL : ∀ a, (L a).IsHermitian) (hermS : ∀ a, (S a).IsHermitian)
    {φ ψ : n → ℂ} {l s j : ℝ} (hj : 0 < j)
    (hφ : casimir (L + S) *ᵥ φ = ((j * (j + 1) : ℝ) : ℂ) • φ)
    (hψ : casimir (L + S) *ᵥ ψ = ((j * (j + 1) : ℝ) : ℂ) • ψ)
    (hLψ : casimir L *ᵥ ψ = ((l * (l + 1) : ℝ) : ℂ) • ψ)
    (hSψ : casimir S *ᵥ ψ = ((s * (s + 1) : ℝ) : ℂ) • ψ) (a : Fin 3) :
    braket φ (L a + (2 : ℂ) • S a) ψ = (lande l s j : ℂ) * braket φ ((L + S) a) ψ := by
  have key := spin_projection hL hS hLS hermL hermS hφ hψ hLψ hSψ a
  -- L + 2S = J + S
  have split : braket φ (L a + (2 : ℂ) • S a) ψ
      = braket φ ((L + S) a) ψ + braket φ (S a) ψ := by
    simp only [braket, Pi.add_apply, add_mulVec, smul_mulVec, dotProduct_add,
      dotProduct_smul, smul_eq_mul]
    ring
  have h0 : j ≠ 0 := hj.ne'
  have h1 : j + 1 ≠ 0 := by positivity
  have hg : j * (j + 1) * lande l s j
      = j * (j + 1) + (j * (j + 1) + s * (s + 1) - l * (l + 1)) / 2 := by
    unfold lande
    field_simp
    ring
  have hg' := congrArg Complex.ofReal hg
  have hc : ((j * (j + 1) : ℝ) : ℂ) ≠ 0 := Complex.ofReal_ne_zero.mpr (mul_ne_zero h0 h1)
  apply mul_left_cancel₀ hc
  rw [split]
  push_cast at hg' key ⊢
  linear_combination key - braket φ ((L + S) a) ψ * hg'
```

## (g) The diagonal element

If also Jₐψ = mψ, show that

⟨ψ, (Lₐ + 2Sₐ)ψ⟩ = g m ⟨ψ, ψ⟩.

Take φ = ψ in (f) and pull m out with `hm`. For normalised ψ the value is gm.

```lean
/-- If moreover `J_a ψ = m ψ`, then `⟨ψ, (L_a + 2 S_a) ψ⟩ = g m ⟨ψ, ψ⟩`. -/
theorem lande_diagonal {L S : Fin 3 → Matrix n n ℂ} (hL : IsAngMom L) (hS : IsAngMom S)
    (hLS : ∀ a b, L a * S b = S b * L a)
    (hermL : ∀ a, (L a).IsHermitian) (hermS : ∀ a, (S a).IsHermitian)
    {ψ : n → ℂ} {l s j : ℝ} {m : ℂ} (hj : 0 < j)
    (hψ : casimir (L + S) *ᵥ ψ = ((j * (j + 1) : ℝ) : ℂ) • ψ)
    (hLψ : casimir L *ᵥ ψ = ((l * (l + 1) : ℝ) : ℂ) • ψ)
    (hSψ : casimir S *ᵥ ψ = ((s * (s + 1) : ℝ) : ℂ) • ψ) (a : Fin 3)
    (hm : (L + S) a *ᵥ ψ = m • ψ) :
    braket ψ (L a + (2 : ℂ) • S a) ψ = (lande l s j : ℂ) * m * (star ψ ⬝ᵥ ψ) := by
  rw [lande_formula hL hS hLS hermL hermS hj hψ hψ hLψ hSψ a]
  simp only [braket, hm, dotProduct_smul, smul_eq_mul]
  ring
```

## (h) Two spins ½ as an example

With Pauli matrices σₐ, take L = σ/2 ⊗ 1 and S = 1 ⊗ σ/2 on ℂ² ⊗ ℂ², and the normalised state ↑↑ (`upUp`, index 0 meaning up).

```lean
/-- The spin-1/2 matrices `σ_a / 2`. -/
def halfSpin : Fin 3 → Matrix (Fin 2) (Fin 2) ℂ :=
  ![!![0, 1 / 2; 1 / 2, 0], !![0, -I / 2; I / 2, 0], !![1 / 2, 0; 0, -1 / 2]]

/-- The triple `σ_a/2 ⊗ 1`. -/
def leftSpin (a : Fin 3) : Matrix (Fin 2 × Fin 2) (Fin 2 × Fin 2) ℂ :=
  halfSpin a ⊗ₖ (1 : Matrix (Fin 2) (Fin 2) ℂ)

/-- The triple `1 ⊗ σ_a/2`. -/
def rightSpin (a : Fin 3) : Matrix (Fin 2 × Fin 2) (Fin 2 × Fin 2) ℂ :=
  (1 : Matrix (Fin 2) (Fin 2) ℂ) ⊗ₖ halfSpin a

/-- The product basis vector with both indices equal to `0`. -/
def upUp : Fin 2 × Fin 2 → ℂ := fun p => if p.1 = 0 ∧ p.2 = 0 then 1 else 0
```

Verify the conditions of (f) for φ = ψ = ↑↑ with l = s = ½ and j = 1, and show ⟨J₂⟩ = 1.

The relation [σₐ/2, σₐ₊₁/2] = iσₐ₊₂/2 and Hermiticity pass to each tensor factor, and LₐSₖ = SₖLₐ = σₐ ⊗ σₖ/4. Since σₐ² = 1, L² = S² = ¾. On ↑↑, σ₀ ⊗ σ₀ gives ↓↓, σ₁ ⊗ σ₁ gives −↓↓ and σ₂ ⊗ σ₂ gives ↑↑, so L·S = ¼ there, J² = ¾ + ½ + ¾ = 2, and ⟨J₂⟩ = ½ + ½ = 1. Lean uses `mul_kronecker_mul` for the relations and checks the eigenvalues entry by entry. The formula then gives g = 3/2, matching ⟨L₂ + 2S₂⟩ = ½ + 1; the value l = ½ satisfies the algebra but is not an orbital one.

```lean
/-- `L = σ/2 ⊗ 1` and `S = 1 ⊗ σ/2` are commuting Hermitian angular momenta; `upUp` has
`L², S², J²` eigenvalues `3/4, 3/4, 2` and `⟨J_z⟩ = 1`. -/
theorem lande_witness :
    IsAngMom leftSpin ∧ IsAngMom rightSpin ∧
    (∀ a b, leftSpin a * rightSpin b = rightSpin b * leftSpin a) ∧
    (∀ a, (leftSpin a).IsHermitian) ∧ (∀ a, (rightSpin a).IsHermitian) ∧
    casimir (leftSpin + rightSpin) *ᵥ upUp = (2 : ℂ) • upUp ∧
    casimir leftSpin *ᵥ upUp = (3 / 4 : ℂ) • upUp ∧
    casimir rightSpin *ᵥ upUp = (3 / 4 : ℂ) • upUp ∧
    braket upUp ((leftSpin + rightSpin) 2) upUp = 1 := by
  have tri : ∀ a : Fin 3, a = 0 ∨ a = 1 ∨ a = 2 := by decide
  have h : ∀ a, halfSpin a * halfSpin (a + 1)
      = I • halfSpin (a + 2) + halfSpin (a + 1) * halfSpin a := fun a => by
    rcases tri a with rfl | rfl | rfl <;> ext i j <;> fin_cases i <;> fin_cases j <;>
      simp [halfSpin, mul_apply, Fin.sum_univ_two, Complex.ext_iff] <;> norm_num
  have he : ∀ a, (halfSpin a)ᴴ = halfSpin a := fun a => by
    rcases tri a with rfl | rfl | rfl <;> ext i j <;> fin_cases i <;> fin_cases j <;>
      simp [halfSpin, conjTranspose_apply]
  refine ⟨fun a => ?_, fun a => ?_, fun a b => ?_, fun a => ?_, fun a => ?_, ?_, ?_, ?_, ?_⟩
  · simp only [leftSpin, ← mul_kronecker_mul, Matrix.mul_one]
    rw [h a, add_kronecker, smul_kronecker, add_sub_cancel_right]
  · simp only [rightSpin, ← mul_kronecker_mul, Matrix.mul_one]
    rw [h a, kronecker_add, kronecker_smul, add_sub_cancel_right]
  · simp only [leftSpin, rightSpin, ← mul_kronecker_mul, Matrix.mul_one, Matrix.one_mul]
  · simp only [IsHermitian, leftSpin, conjTranspose_kronecker, he, conjTranspose_one]
  · simp only [IsHermitian, rightSpin, conjTranspose_kronecker, he, conjTranspose_one]
  rotate_right
  · simp [braket, upUp, leftSpin, rightSpin, halfSpin, mulVec, dotProduct,
      Fintype.sum_prod_type, Fin.sum_univ_two, one_apply]
    norm_num
  all_goals
    ext ⟨i, k⟩
    fin_cases i <;> fin_cases k <;>
      simp [casimir, dot, Fin.sum_univ_three, upUp, leftSpin, rightSpin, halfSpin, mulVec,
        dotProduct, mul_apply, Fintype.sum_prod_type, Fin.sum_univ_two, one_apply,
        Complex.ext_iff]
    all_goals norm_num

end

end LandeFactor
```

```lean
#print axioms LandeFactor.lande_formula
-- 'LandeFactor.lande_formula' depends on axioms: [propext, Classical.choice, Quot.sound]
#print axioms LandeFactor.lande_diagonal
-- 'LandeFactor.lande_diagonal' depends on axioms: [propext, Classical.choice, Quot.sound]
```
